# The hafnian with blocks 0, M, Mᵀ and symmetric B is the permanent of the square matrix M

Let $M$ be an $n\times n$ matrix and $B$ a symmetric $n\times n$ matrix, with entries in a commutative semiring. Then

$$
\operatorname{haf}\begin{pmatrix}0 & M\\ M^{T} & B\end{pmatrix}=\operatorname{perm}M=\sum_{\tau\in S_n}\prod_{i=1}^{n}M_{\tau(i)\,i}.
$$

The hafnian is the unsigned sum over perfect pairings of the $2n$ indices, each pairing weighted by the product of the matrix entries at its pairs. The block $B$ has no effect on the value. The number-conserving case is $B=0$.

## Normally ordered moments of Gaussian bosons

For a bosonic Gaussian state with zero mean, Wick's theorem writes the moment $\langle a^\dagger_{p_1}\cdots a^\dagger_{p_n}a_{q_1}\cdots a_{q_n}\rangle$ as a hafnian of contractions. Take the creation operators as the first species and the annihilation operators as the second. The blocks are then $\langle a^\dagger_{p_i}a^\dagger_{p_j}\rangle$, $M_{ij}=\langle a^\dagger_{p_i}a_{q_j}\rangle$ and $B_{ij}=\langle a_{q_i}a_{q_j}\rangle$. In the grand-canonical thermal state of non-interacting bosons with a number-conserving Hamiltonian, which is Gaussian with zero mean, both anomalous blocks vanish and the moment is $\operatorname{perm}M$.

A code that computes such moments, for instance normally ordered intensity correlations of thermal light behind a linear interferometer, can therefore build only the $n\times n$ matrix $M$ and call a permanent routine. Direct enumeration then runs over $n!$ permutations instead of $(2n-1)!!$ pairings: 24 instead of 105 for $n=4$. Over the real or complex numbers, Ryser's formula with Gray-code ordering needs $O(n\,2^n)$ operations. A mode that occurs several times in the moment contributes repeated rows or columns of $M$.

The identity also gives a check on a general hafnian routine. Fill $M$ and a symmetric $B$ with random integers, compare the hafnian with the permanent in exact arithmetic, then change $B$ and confirm that the result stays the same. For $n=2$ the three pairings give

$$
0\cdot B_{12}+M_{11}M_{22}+M_{12}M_{21},
$$

which shows how $B$ drops out.

## From pairings to permutations

Write $L_i$ for the operators of the first species and $R_j$ for those of the second, and let $A$ be the full block matrix. A perfect pairing is a permutation $\sigma$ of all the operators with $\sigma(\sigma(x))=x$ and $\sigma(x)\neq x$. Its weight is the product of $A_{x,\sigma(x)}$ over the unordered pairs $\{x,\sigma(x)\}$, each taken once. Symmetry of $A$ makes the order within a pair irrelevant.

1. Suppose $\sigma(L_i)=L_j$ for some $i,j$. The weight contains the factor $A_{L_i,L_j}=0$, so the pairing contributes nothing.
2. Otherwise every $L_i$ has a partner $R_{f(i)}$. If $f(i)=f(j)$, then $\sigma(L_i)=\sigma(L_j)$, and so $i=j$. Hence $f$ is injective.
3. Both species have $n$ operators, so $f$ is a bijection. Every $R_j$ is already the partner of some $L_i$, and no pair is left inside the second species. This is why $B$ never enters.
4. Set $\tau=f^{-1}$. The pairs are $\{L_{\tau(i)},R_i\}$ for $i=1,\dots,n$, and the weight is $\prod_i M_{\tau(i)\,i}$.
5. Conversely, each permutation $\tau$ defines such a pairing, and different permutations define different pairings. Summing over $\tau$ gives $\operatorname{perm}M$.

For $n=0$ both sides equal 1, the weight of the empty pairing.

Steps 1 and 2 do not need equal numbers. If the first species has more operators than the second, no injection $f$ exists, every weight is zero and the hafnian vanishes. If instead the numbers are equal and every entry of $M$ is $c$, each of the $n!$ permutations contributes $c^n$. With $c=\bar n$, the mean occupation of a single thermal mode, this is the moment $\langle (a^\dagger)^n a^n\rangle=n!\,\bar n^{\,n}$.

## The Lean file

```lean
import Mathlib

open Matrix Equiv

namespace BosonicContractions

variable {α m n R : Type*} [Fintype α] [DecidableEq α] [Fintype m] [DecidableEq m]
  [Fintype n] [DecidableEq n] [CommSemiring R]

/-- The perfect pairings of a finite set of field operators: permutations that are their own
inverse and leave no operator fixed. -/
def pairings (α : Type*) [Fintype α] [DecidableEq α] : Finset (Perm α) :=
  Finset.univ.filter fun σ => ∀ x, σ (σ x) = x ∧ σ x ≠ x

/-- The weight of a pairing: the product of the contractions `A x (σ x)`, each unordered pair
`{x, σ x}` being counted once. -/
def pairWeight (A : Matrix α α R) (hA : A.IsSymm) (σ : Perm α) : R :=
  ∏ e ∈ Finset.univ.image (fun x => s(x, σ x)),
    Sym2.lift ⟨fun x y => A x y, fun x y => hA.apply y x⟩ e

/-- The hafnian of a symmetric matrix of contractions: the unsigned sum of the weights of all
perfect pairings. -/
def hafnian (A : Matrix α α R) (hA : A.IsSymm) : R :=
  ∑ σ ∈ pairings α, pairWeight A hA σ

/-- The pairing that contracts operator `τ i` of the first species with operator `i` of the
second. -/
def crossPairing (τ : Perm n) : Perm (n ⊕ n) where
  toFun := Sum.elim (fun i => Sum.inr (τ.symm i)) (fun i => Sum.inl (τ i))
  invFun := Sum.elim (fun i => Sum.inr (τ.symm i)) (fun i => Sum.inl (τ i))
  left_inv := by rintro (i | i) <;> simp
  right_inv := by rintro (i | i) <;> simp

omit [Fintype m] [DecidableEq m] [Fintype n] [DecidableEq n] in
/-- The matrix of contractions with blocks `0`, `M`, `Mᵀ`, `B` is symmetric when `B` is. -/
theorem block_isSymm (M : Matrix m n R) {B : Matrix n n R} (hB : B.IsSymm) :
    (fromBlocks 0 M Mᵀ B).IsSymm := by
  unfold Matrix.IsSymm
  rw [fromBlocks_transpose, transpose_zero, transpose_transpose, hB.eq]

/-- A pairing that contracts two operators of the first species with each other has weight zero
when the contractions within that species vanish. -/
theorem pairWeight_eq_zero (M : Matrix m n R) {B : Matrix n n R} (hB : B.IsSymm)
    (σ : Perm (m ⊕ n)) {i j : m} (h : σ (Sum.inl i) = Sum.inl j) :
    pairWeight (fromBlocks 0 M Mᵀ B) (block_isSymm M hB) σ = 0 := by
  unfold pairWeight
  have hmem : s(Sum.inl i, σ (Sum.inl i)) ∈
      Finset.univ.image (fun x : m ⊕ n => s(x, σ x)) :=
    Finset.mem_image.2 ⟨Sum.inl i, Finset.mem_univ _, rfl⟩
  refine Finset.prod_eq_zero hmem ?_
  rw [h]
  simp

omit [Fintype m] [DecidableEq m] [Fintype n] [DecidableEq n] in
/-- If the permutation `σ` sends no operator of the first species to one of that species, each of
them has its own partner in the second species. -/
theorem exists_partner (σ : Perm (m ⊕ n)) (h : ∀ i j : m, σ (Sum.inl i) ≠ Sum.inl j) :
    ∃ f : m → n, Function.Injective f ∧ ∀ i, σ (Sum.inl i) = Sum.inr (f i) := by
  have hex : ∀ i : m, ∃ k : n, σ (Sum.inl i) = Sum.inr k := by
    intro i
    rcases hi : σ (Sum.inl i) with j | k
    · exact absurd hi (h i j)
    · exact ⟨k, rfl⟩
  choose f hf using hex
  refine ⟨f, ?_, hf⟩
  intro i j hij
  have hσ : σ (Sum.inl i) = σ (Sum.inl j) := by rw [hf, hf, hij]
  exact Sum.inl_injective (σ.injective hσ)

/-- The pairing built from a permutation `τ` has as its weight the product of the contractions
`M (τ i) i`. -/
theorem pairWeight_crossPairing (M : Matrix n n R) {B : Matrix n n R} (hB : B.IsSymm)
    (τ : Perm n) :
    pairWeight (fromBlocks 0 M Mᵀ B) (block_isSymm M hB) (crossPairing τ)
      = ∏ i, M (τ i) i := by
  -- label each pair by its member in the second species
  have himg : Finset.univ.image (fun x : n ⊕ n => s(x, crossPairing τ x)) =
      Finset.univ.image (fun i : n => s((Sum.inl (τ i) : n ⊕ n), Sum.inr i)) := by
    ext e
    simp only [Finset.mem_image, Finset.mem_univ, true_and]
    constructor
    · rintro ⟨i | i, rfl⟩
      · exact ⟨τ.symm i, by simp [crossPairing]⟩
      · exact ⟨i, Sym2.eq_swap⟩
    · rintro ⟨i, rfl⟩
      exact ⟨Sum.inr i, Sym2.eq_swap⟩
  unfold pairWeight
  rw [himg, Finset.prod_image]
  · simp
  · intro i _ j _ h
    rcases Sym2.eq_iff.1 h with ⟨_, h2⟩ | ⟨h1, _⟩
    · exact Sum.inr_injective h2
    · exact (Sum.inl_ne_inr h1).elim

omit [DecidableEq n] in
/-- For two species of equal size, a pairing that never joins two operators of the first species
is the cross pairing of some permutation. -/
theorem exists_crossPairing (σ : Perm (n ⊕ n)) (hσ : ∀ x, σ (σ x) = x)
    (h : ∀ i j : n, σ (Sum.inl i) ≠ Sum.inl j) : ∃ τ : Perm n, crossPairing τ = σ := by
  obtain ⟨f, hinj, hf⟩ := exists_partner σ h
  -- an injection between finite sets of equal size is a bijection
  have hb : Function.Bijective f := Finite.injective_iff_bijective.1 hinj
  refine ⟨(Equiv.ofBijective f hb).symm, Equiv.ext ?_⟩
  rintro (i | i)
  · exact (hf i).symm
  · obtain ⟨k, rfl⟩ := hb.2 i
    have h1 : σ (Sum.inr (f k)) = Sum.inl k := by rw [← hf k, hσ]
    rw [h1]
    exact congrArg Sum.inl ((Equiv.ofBijective f hb).symm_apply_apply k)

/-- If contractions within the first species vanish, the hafnian of the full matrix of
contractions is the permanent of the cross contractions `M`, whatever the contractions `B` within
the second species. -/
theorem hafnian_eq_permanent (M : Matrix n n R) {B : Matrix n n R} (hB : B.IsSymm) :
    hafnian (fromBlocks 0 M Mᵀ B) (block_isSymm M hB) = M.permanent := by
  unfold hafnian Matrix.permanent
  symm
  refine Finset.sum_of_injOn crossPairing ?_ ?_ ?_ ?_
  · intro τ _ ρ _ h
    refine Equiv.ext fun i => ?_
    exact Sum.inl_injective (DFunLike.congr_fun h (Sum.inr i))
  · intro τ _
    refine Finset.mem_coe.2 ?_
    simp only [pairings, Finset.mem_filter, Finset.mem_univ, true_and]
    rintro (i | i) <;> simp [crossPairing]
  · -- pairings that are not cross pairings do not contribute
    intro σ hσ hnot
    simp only [pairings, Finset.mem_filter, Finset.mem_univ, true_and] at hσ
    by_contra hne
    obtain ⟨τ, hτ⟩ := exists_crossPairing σ (fun x => (hσ x).1)
      (fun i j h => hne (pairWeight_eq_zero M hB σ h))
    exact hnot ⟨τ, by simp, hτ⟩
  · intro τ _
    exact (pairWeight_crossPairing M hB τ).symm

/-- For number-conserving contractions, where only cross contractions between the two species
survive, the hafnian equals the permanent of `M`. -/
theorem hafnian_numberConserving (M : Matrix n n R) :
    hafnian (fromBlocks 0 M Mᵀ 0) (block_isSymm M transpose_zero) = M.permanent :=
  hafnian_eq_permanent M transpose_zero

/-- If contractions within the first species vanish and it has more operators than the second,
the hafnian is zero. -/
theorem hafnian_eq_zero_of_card_lt (M : Matrix m n R) {B : Matrix n n R} (hB : B.IsSymm)
    (hcard : Fintype.card n < Fintype.card m) :
    hafnian (fromBlocks 0 M Mᵀ B) (block_isSymm M hB) = 0 := by
  unfold hafnian
  refine Finset.sum_eq_zero fun σ _ => ?_
  by_contra hne
  -- a nonzero weight would give every operator of the first species its own partner
  obtain ⟨f, hinj, _⟩ := exists_partner σ
    (fun i j h => hne (pairWeight_eq_zero M hB σ h))
  exact not_le_of_gt hcard (Fintype.card_le_of_injective f hinj)

/-- If all cross contractions equal `c` and all others vanish, the hafnian for `n` operators of
each species is `n! cⁿ`. -/
theorem hafnian_singleMode (c : R) :
    hafnian (fromBlocks 0 (Matrix.of fun _ _ : n => c) (Matrix.of fun _ _ : n => c)ᵀ 0)
        (block_isSymm _ transpose_zero)
      = ((Fintype.card n).factorial : R) * c ^ Fintype.card n := by
  rw [hafnian_numberConserving]
  simp [Matrix.permanent, Fintype.card_perm]

end BosonicContractions
```

```lean
#print axioms BosonicContractions.hafnian_eq_permanent
#print axioms BosonicContractions.hafnian_eq_zero_of_card_lt
#print axioms BosonicContractions.hafnian_singleMode
```

```
'BosonicContractions.hafnian_eq_permanent' depends on axioms: [propext, Classical.choice, Quot.sound]
'BosonicContractions.hafnian_eq_zero_of_card_lt' depends on axioms: [propext, Classical.choice, Quot.sound]
'BosonicContractions.hafnian_singleMode' depends on axioms: [propext, Classical.choice, Quot.sound]
```

## Reading the definitions and theorems

The index type `n ⊕ n` is the disjoint union of the two species: `Sum.inl i` is $L_i$ and `Sum.inr i` is $R_i$. In the file `n` is a finite type of labels, and the number called $n$ above is `Fintype.card n`. Where the two species may differ in size, the first is labelled by `m`. The entries lie in a `CommSemiring`, which includes the integers, the real and complex numbers, and polynomials over them.

`pairings` is the set of fixed-point-free involutions. `pairWeight` multiplies over a finite set of unordered pairs `s(x, σ x)`, so the two descriptions of a pair, from $x$ and from $\sigma(x)$, count once. `Sym2.lift` reads the matrix entry of an unordered pair, and for this it needs the symmetry proof `hA`. `hafnian` sums the weights with no prefactor, and diagonal entries of the matrix never enter it.

`hafnian_eq_permanent` is the identity at the top, with Mathlib's `Matrix.permanent` on the right. `hafnian_numberConserving` sets $B=0$. `hafnian_eq_zero_of_card_lt` is the vanishing result for a larger first species, and `hafnian_singleMode` is the formula $n!\,c^n$.

## How the lemmas follow the derivation

`block_isSymm` supplies the symmetry that the hafnian of the block matrix requires. `pairWeight_eq_zero` is step 1: it exhibits the offending pair as a member of the product's index set, and `Finset.prod_eq_zero` finishes. `exists_partner` is step 2, where `choose` collects the partners into the function `f` and injectivity of `σ` passes to `f`.

`exists_crossPairing` is step 3. `Finite.injective_iff_bijective` turns the injection into a bijection, and the permutation is its inverse, as in step 4. The involution property fixes what `σ` does on the second species.

`pairWeight_crossPairing` computes the weight in step 4. The equation `himg` relabels each pair by its member in the second species. `Finset.prod_image` then turns the product over pairs into a product over `i`, once different `i` are shown to give different pairs.

The main theorem compares the two sums with `Finset.sum_of_injOn`. Its four obligations are that `crossPairing` is injective, that it produces perfect pairings, that all other pairings have weight zero, and that matching terms agree. The third is argued by contradiction: a nonzero weight excludes pairs within the first species, so the pairing would be a cross pairing after all.

## Where a code needs more than the identity

The theorems concern matrices and pairings. Wick's theorem, the Gaussian form of the state and the vanishing of anomalous contractions are physical input, which a program has to justify for its own model. Squeezing generally makes the anomalous contractions nonzero, and a displaced state adds terms with unpaired operators that this hafnian does not contain.

The theorem assumes that the first block is exactly zero. If both this block and $B$ have nonzero off-diagonal entries, the hafnian can differ from the permanent: for $n=2$ the difference is $A_{L_1,L_2}B_{12}$. Using the permanent is then in general an approximation, even when the entries of the first block are small, and its error needs a separate estimate. Floating-point numbers do not form a semiring, since their addition is not associative, so two correct routines may differ by rounding errors.

The vanishing result has a direction. When the first species is the smaller one, pairs within the second can contribute: with no operators in the first species and two in the second, the hafnian is $B_{12}$. With $B=0$ the two species can be exchanged, so an early return of zero for unequal numbers is safe in number-conserving calculations, but it is not safe for arbitrary $B$.
